# Weighted operator strings of fixed length L sum exactly to the partition-function series cut off after order L

In a stochastic series expansion simulation, a diagonal update goes through the L slots of an operator string. Where it finds an identity it may propose a diagonal Hamiltonian term, and where it finds a diagonal term it may propose an identity. If the string holds n terms before an insertion, the weight changes by the factor β/(L−n), apart from a matrix element of the inserted term. This factor comes from a combinatorial weight that compensates for padding every string to the same length. The calculation below shows that, for a Hamiltonian given by finite matrices, the padding adds no error of its own: the only loss is the series beyond order L.

## Strings with empty slots

Let B be a finite set of labels, for instance the bonds of a lattice, and let H_b be a complex square matrix for each b in B. Write

A = ∑_b H_b.

The exponential of interest is exp(βA), so the physical Hamiltonian is −A and β is the inverse temperature. The algebra needs neither Hermitian matrices nor a real β. In the code, `m` is the finite index set of the basis states and `H : B → Matrix m m ℂ` is the family of terms.

```lean
import Mathlib

open Matrix Finset

namespace FixedLengthOperatorStrings

noncomputable section

variable {B m : Type*} [Fintype B] [Fintype m] [DecidableEq m]
```

A slot is either empty or holds a label b. This is the type `Option B`, with `none` for the empty slot and `some b` for the label. The matrix S of a symbol is

S(none) = 1,  S(some b) = H_b.

```lean
/-- The matrix of one symbol: the identity for an empty slot, `H b` for a slot holding `b`. -/
def symbolOp (H : B → Matrix m m ℂ) : Option B → Matrix m m ℂ
  | none => 1
  | some b => H b
```

A string s assigns a symbol s_i to each slot i = 0, …, L−1, so it is a function `Fin L → Option B`. Its expansion order n(s) is the number of occupied slots. The count looks at labels and not at matrices: a term H_b that happens to equal the identity matrix, such as a constant energy shift, still counts as an operator.

```lean
/-- The expansion order of a string: its number of occupied slots, that is, symbols `some b`. -/
def expansionOrder {L : ℕ} (s : Fin L → Option B) : ℕ :=
  ∑ i, if (s i).isSome then 1 else 0
```

The matrix of the whole string is the ordered product, with slot 0 on the left:

P(s) = S(s_0) S(s_1) ⋯ S(s_{L−1}).

```lean
/-- The ordered matrix product of all symbols in a string. -/
def stringProd (H : B → Matrix m m ℂ) {L : ℕ} (s : Fin L → Option B) : Matrix m m ℂ :=
  (List.ofFn fun i => symbolOp H (s i)).prod
```

An operator sequence of length n can be spread over L slots in C(L,n) = L!/(n!(L−n)!) ways. To avoid overcounting, each string of order n carries the padding factor

p(L,n) = βⁿ (L−n)!/L!.

```lean
/-- The padding factor `β ^ n (L - n)! / L!` of a length-`L` string of order `n ≤ L`. -/
def padFactor (β : ℂ) (L n : ℕ) : ℂ :=
  β ^ n * ((L - n).factorial : ℂ) / (L.factorial : ℂ)
```

The weight of a string is then

w(s) = p(L,n(s)) Tr P(s).

The trace has already summed over basis states, whereas a simulation usually samples a basis state together with the string. The weights may be negative or complex, so the identities below hold even where there is a sign problem, but they do nothing to remove it.

```lean
/-- The weight of a string: its padding factor times the trace of its matrix product. -/
def stringWeight (H : B → Matrix m m ℂ) (β : ℂ) {L : ℕ} (s : Fin L → Option B) : ℂ :=
  padFactor β L (expansionOrder s) * trace (stringProd H s)
```

Each slot contributes 0 or 1 to the order, hence n(s) ≤ L. The subtraction of natural numbers in `padFactor`, which Lean cuts off at zero, is therefore an ordinary subtraction for every string. The proof compares the sum of these contributions with a sum of L ones.

```lean
omit [Fintype B] in
/-- The expansion order of a string never exceeds its length. -/
theorem expansionOrder_le {L : ℕ} (s : Fin L → Option B) : expansionOrder s ≤ L := by
  calc expansionOrder s ≤ ∑ _i : Fin L, 1 :=
        Finset.sum_le_sum (fun i _ => by split_ifs <;> simp)
    _ = L := by simp
```

## Counting placements without commuting the terms

Let f be any complex function of the order, and define

W_L(f) = ∑_s f(n(s)) P(s),

where s runs over all strings of length L. The claim is

W_L(f) = ∑_{n=0}^{L} f(n) C(L,n) Aⁿ.

Expanding Aⁿ gives every ordered product of n terms once, and each of these products occurs in C(L,n) padded versions. No two matrices have to change places.

Induction on L makes the count precise. For L = 0 there is only the empty string, and both sides are f(0)·1. For L+1 slots, split off the first symbol. If it is empty, the remaining string contributes W_L(f). If it holds b, a factor H_b appears on the left and the order rises by one. Summing over b gives

W_{L+1}(f) = W_L(f) + A W_L(f⁺),  f⁺(n) = f(n+1).

Insert the induction hypothesis for both f and f⁺:

W_{L+1}(f) = ∑_{n=0}^{L} f(n) C(L,n) Aⁿ + ∑_{n=0}^{L} f(n+1) C(L,n) Aⁿ⁺¹.

The coefficient of A⁰ is f(0), as required. For k = 0, …, L, the coefficient of Aᵏ⁺¹ is

f(k+1) [C(L,k+1) + C(L,k)] = f(k+1) C(L+1,k+1)

by Pascal's rule, where C(L,L+1) = 0 takes care of the highest power.

In the proof, `hcons` writes a sum over long strings as a sum over the first symbol and the rest, while `hord` and `hprod` give the order and the product of such a string. Together they yield `split`, the recursion above. The induction keeps f general so that `ih'` can use the shifted function. The step `top` adds the vanishing term of order L+1, and `Nat.choose_succ_succ'` is Pascal's rule.

```lean
/-- For any factor `f` depending only on the order, the sum of `f` times the matrix product over
all length-`L` strings is the binomial sum of `f n` times the `n`-th power of `∑ b, H b`. -/
theorem sum_strings (H : B → Matrix m m ℂ) (L : ℕ) (f : ℕ → ℂ) :
    ∑ s : Fin L → Option B, f (expansionOrder s) • stringProd H s
      = ∑ n ∈ range (L + 1), (f n * (L.choose n : ℂ)) • (∑ b, H b) ^ n := by
  induction L generalizing f with
  | zero => simp [expansionOrder, stringProd]
  | succ L ih =>
    have hord : ∀ (a : Option B) (s : Fin L → Option B),
        expansionOrder (Fin.cons a s : Fin (L + 1) → Option B)
          = (if a.isSome then 1 else 0) + expansionOrder s := by
      intro a s
      unfold expansionOrder
      rw [Fin.sum_univ_succ]
      simp only [Fin.cons_zero, Fin.cons_succ]
    have hprod : ∀ (a : Option B) (s : Fin L → Option B),
        stringProd H (Fin.cons a s : Fin (L + 1) → Option B)
          = symbolOp H a * stringProd H s := by
      intro a s
      unfold stringProd
      rw [List.ofFn_succ, List.prod_cons]
      simp only [Fin.cons_zero, Fin.cons_succ]
    have hcons : ∀ g : (Fin (L + 1) → Option B) → Matrix m m ℂ,
        ∑ s, g s = ∑ a : Option B, ∑ s : Fin L → Option B, g (Fin.cons a s) := by
      intro g
      rw [← (Fin.consEquiv (fun _ : Fin (L + 1) => Option B)).sum_comp,
        Fintype.sum_prod_type]
      rfl
    -- the first symbol is either the identity or one of the `H b`
    have split : ∑ s : Fin (L + 1) → Option B, f (expansionOrder s) • stringProd H s
        = ∑ s : Fin L → Option B, f (expansionOrder s) • stringProd H s
          + (∑ b, H b) *
            ∑ s : Fin L → Option B, f (expansionOrder s + 1) • stringProd H s := by
      rw [hcons, Fintype.sum_option]
      simp only [hord, hprod]
      congr 1
      · simp [symbolOp]
      · rw [Finset.sum_mul]
        refine Finset.sum_congr rfl fun b _ => ?_
        rw [Finset.mul_sum]
        refine Finset.sum_congr rfl fun s _ => ?_
        simp [symbolOp, add_comm]
    have ih' : ∑ s : Fin L → Option B, f (expansionOrder s + 1) • stringProd H s
        = ∑ n ∈ range (L + 1), (f (n + 1) * (L.choose n : ℂ)) • (∑ b, H b) ^ n :=
      ih (fun n => f (n + 1))
    have top : ∑ n ∈ range (L + 1), (f n * (L.choose n : ℂ)) • (∑ b, H b) ^ n
        = ∑ n ∈ range (L + 1 + 1), (f n * (L.choose n : ℂ)) • (∑ b, H b) ^ n := by
      rw [Finset.sum_range_succ _ (L + 1)]
      simp
    -- collect equal powers with Pascal's rule
    rw [split, ih f, ih', top, Finset.sum_range_succ' _ (L + 1),
      Finset.sum_range_succ' _ (L + 1), Finset.mul_sum, add_right_comm,
      ← Finset.sum_add_distrib]
    congr 1
    · refine Finset.sum_congr rfl fun k _ => ?_
      rw [mul_smul_comm, ← pow_succ', ← add_smul, Nat.choose_succ_succ']
      push_cast
      congr 1
      ring
    · simp
```

## The padding factor cancels the number of placements

For n ≤ L,

p(L,n) C(L,n) = βⁿ (L−n)!/L! · L!/(n!(L−n)!) = βⁿ/n!.

The proof takes the factorial identity C(L,n) n! (L−n)! = L! over to the complex numbers as `hc`, clears the nonzero denominators and multiplies `hc` by βⁿ.

```lean
/-- For `n ≤ L`, the padding factor times the number of ways to place `n` operators in `L` slots
is the Taylor factor `β ^ n / n!`. -/
theorem padFactor_mul_choose (β : ℂ) {L n : ℕ} (h : n ≤ L) :
    padFactor β L n * (L.choose n : ℂ) = β ^ n / (n.factorial : ℂ) := by
  have hc : (L.choose n : ℂ) * (n.factorial : ℂ) * ((L - n).factorial : ℂ)
      = (L.factorial : ℂ) := by
    exact_mod_cast Nat.choose_mul_factorial_mul_factorial h
  have hL : (L.factorial : ℂ) ≠ 0 := Nat.cast_ne_zero.mpr L.factorial_ne_zero
  have hn : (n.factorial : ℂ) ≠ 0 := Nat.cast_ne_zero.mpr n.factorial_ne_zero
  unfold padFactor
  rw [div_mul_eq_mul_div, div_eq_div_iff hL hn]
  linear_combination β ^ n * hc
```

## Each order separately, then all orders together

Choose f(k) = p(L,k) for k = n and f(k) = 0 otherwise. Only strings of order n survive on the left of the counting identity, and only one power of A survives on the right. Taking the trace gives, for n ≤ L,

∑_{s: n(s)=n} w(s) = βⁿ Tr(Aⁿ)/n!.

Each order thus has the total weight it has in the series without padding. When all weights are nonnegative and their sum is positive, the distribution of the expansion order in the padded ensemble is the one belonging to the series cut off at L.

The condition on n matters. Take L = 0, n = 1, β = 1 and a single 1×1 matrix H_b = 1. No string of length 0 has order 1, so the left side is 0, while the right side is 1. Even the condition n ≤ L+1 would therefore be too weak.

In the code, `key` is the trace of the counting identity for this f. The rewrite with `Finset.sum_ite_eq'` picks out the one surviving order, and `Finset.sum_filter` expresses the restriction on the strings in the same form.

```lean
/-- For `n ≤ L`, the length-`L` strings with exactly `n` occupied slots have total weight
`β ^ n Tr((∑ b, H b) ^ n) / n!`. -/
theorem sum_weight_of_order (H : B → Matrix m m ℂ) (β : ℂ) {L n : ℕ} (h : n ≤ L) :
    ∑ s : Fin L → Option B with expansionOrder s = n, stringWeight H β s
      = β ^ n / (n.factorial : ℂ) * trace ((∑ b, H b) ^ n) := by
  -- use an order-dependent factor supported on the single order `n`
  have key := congrArg trace
    (sum_strings H L (fun k => if k = n then padFactor β L k else 0))
  simp only [Matrix.trace_sum, Matrix.trace_smul, smul_eq_mul, ite_mul, zero_mul] at key
  rw [Finset.sum_ite_eq', if_pos (Finset.mem_range.mpr (by omega)),
    padFactor_mul_choose β h] at key
  rw [Finset.sum_filter]
  simp only [stringWeight]
  exact key
```

Now choose f(n) = p(L,n) for all n. The trace of the counting identity and the cancellation of the placements give

∑_s w(s) = ∑_{n=0}^{L} p(L,n) C(L,n) Tr(Aⁿ) = ∑_{n=0}^{L} βⁿ Tr(Aⁿ)/n!.

This is an equality at every finite L. For L = 0, the empty string has weight Tr 1, the number of basis states, which is also the zeroth term of the series. For L = 2, the first-order strings (b, empty) and (empty, b) each have weight (β/2) Tr H_b, so together they supply β Tr H_b. The second-order strings have weights (β²/2) Tr(H_b H_c), and summing over b and c gives (β²/2) Tr(A²).

The range `range (L + 1)` in the statement consists of the orders 0, …, L. The proof applies the cancellation to each of them.

```lean
/-- The total weight of all length-`L` strings equals the trace of the exponential series of
`β ∑ b, H b` cut off after order `L`. -/
theorem sum_weight_eq_truncated_series (H : B → Matrix m m ℂ) (β : ℂ) (L : ℕ) :
    ∑ s : Fin L → Option B, stringWeight H β s
      = ∑ n ∈ range (L + 1), β ^ n / (n.factorial : ℂ) * trace ((∑ b, H b) ^ n) := by
  have key := congrArg trace (sum_strings H L (padFactor β L))
  simp only [Matrix.trace_sum, Matrix.trace_smul, smul_eq_mul] at key
  simp only [stringWeight]
  rw [key]
  refine Finset.sum_congr rfl fun n hn => ?_
  rw [padFactor_mul_choose β (Nat.lt_succ_iff.mp (Finset.mem_range.mp hn))]
```

## What the cutoff leaves out

For a finite matrix the exponential series converges, and the trace, being linear and continuous, can be taken term by term:

Tr exp(βA) = ∑_{n=0}^{∞} βⁿ Tr(Aⁿ)/n!.

Subtract the string sum, which is exactly the part with n ≤ L, and write the remaining orders as n = k+L+1:

Tr exp(βA) − ∑_s w(s) = ∑_{k=0}^{∞} βᵏ⁺ᴸ⁺¹ Tr(Aᵏ⁺ᴸ⁺¹)/(k+L+1)!.

As the tail of a convergent series, this difference tends to zero when L grows at fixed β and fixed matrices. The formula identifies the error but does not bound it, so it does not say how large L must be for a given accuracy. It also says nothing about the statistical error of a simulation.

`HasSum` states that the series on the right converges to the difference on the left. In the proof, `hexp` is the matrix exponential series, `hcont` is the continuity of the trace, and `hterm` rewrites each traced term in the form above. Finally, `hasSum_nat_add_iff'` removes the first L+1 terms.

For finite-temperature simulations of lattice models with a finite-dimensional state space, such as finite spin clusters, the result separates the exact bookkeeping of the padding from the truncation of the series. Bosons with unbounded occupation numbers are not covered as they stand. On a finite lattice, a cutoff on the local occupation or a fixed total particle number makes their state space finite-dimensional.

```lean
/-- The difference between `Tr exp(β ∑ b, H b)` and the total weight of all length-`L` strings is
the sum of the series terms of order `L + 1` and higher. -/
theorem hasSum_truncation_error (H : B → Matrix m m ℂ) (β : ℂ) (L : ℕ) :
    HasSum (fun k : ℕ => β ^ (k + (L + 1)) / ((k + (L + 1)).factorial : ℂ)
        * trace ((∑ b, H b) ^ (k + (L + 1))))
      (trace (NormedSpace.exp (β • ∑ b, H b))
        - ∑ s : Fin L → Option B, stringWeight H β s) := by
  rw [sum_weight_eq_truncated_series]
  generalize (∑ b, H b) = A
  have hexp : ∀ X : Matrix m m ℂ,
      HasSum (fun n : ℕ => (n.factorial : ℂ)⁻¹ • X ^ n) (NormedSpace.exp X) := by
    intro X
    let _ : NormedRing (Matrix m m ℂ) := Matrix.linftyOpNormedRing
    let _ : NormedAlgebra ℂ (Matrix m m ℂ) := Matrix.linftyOpNormedAlgebra
    exact NormedSpace.exp_series_hasSum_exp' (𝕂 := ℂ) X
  have hcont : Continuous (fun M : Matrix m m ℂ => trace M) :=
    Continuous.matrix_trace continuous_id
  -- take the trace of the exponential series term by term
  have h : HasSum (fun n : ℕ => trace ((n.factorial : ℂ)⁻¹ • (β • A) ^ n))
      (trace (NormedSpace.exp (β • A))) :=
    (hexp (β • A)).map (Matrix.traceAddMonoidHom m ℂ) hcont
  have hterm : (fun n : ℕ => trace ((n.factorial : ℂ)⁻¹ • (β • A) ^ n))
      = fun n : ℕ => β ^ n / (n.factorial : ℂ) * trace (A ^ n) := by
    funext n
    rw [smul_pow, Matrix.trace_smul, Matrix.trace_smul, smul_eq_mul, smul_eq_mul]
    ring
  rw [hterm] at h
  -- remove the orders that the strings already contain
  have htail := (hasSum_nat_add_iff' (L + 1)).mpr h
  exact htail
```

## The factor β/(L−n) in a diagonal update

Replacing one identity by an operator takes the order from n to n+1. For n < L,

(L−n) p(L,n+1) = (L−n) βⁿ⁺¹ (L−n−1)!/L! = βⁿ⁺¹ (L−n)!/L! = β p(L,n).

Division by the nonzero number L−n gives the factor in the opening example. The statement concerns the padding factor alone. The matrix element, the proposal probabilities and the acceptance rule belong to the particular algorithm and have to be treated there.

An insertion needs an empty slot, and the formula reflects this. At L = n = 0 and β = 1 the left side is 0 and the right side is 1, so n ≤ L would not suffice.

The proof writes L = n+1+k. The two factorials are then k! and (k+1)!, and `Nat.factorial_succ` supplies the factor k+1 = L−n that relates them.

```lean
/-- For `n < L`, raising the order from `n` to `n + 1` multiplies the padding factor by
`β / (L - n)`, written here without division. -/
theorem padFactor_insertion (β : ℂ) {L n : ℕ} (h : n < L) :
    ((L : ℂ) - n) * padFactor β L (n + 1) = β * padFactor β L n := by
  obtain ⟨k, rfl⟩ : ∃ k, L = n + 1 + k := Nat.exists_eq_add_of_le h
  unfold padFactor
  rw [show n + 1 + k - (n + 1) = k by omega, show n + 1 + k - n = k + 1 by omega,
    Nat.factorial_succ k]
  push_cast
  ring

end

end FixedLengthOperatorStrings
```

```lean
#print axioms FixedLengthOperatorStrings.sum_weight_of_order
-- 'FixedLengthOperatorStrings.sum_weight_of_order' depends on axioms: [propext, Classical.choice, Quot.sound]
#print axioms FixedLengthOperatorStrings.sum_weight_eq_truncated_series
-- 'FixedLengthOperatorStrings.sum_weight_eq_truncated_series' depends on axioms: [propext, Classical.choice, Quot.sound]
#print axioms FixedLengthOperatorStrings.hasSum_truncation_error
-- 'FixedLengthOperatorStrings.hasSum_truncation_error' depends on axioms: [propext, Classical.choice, Quot.sound]
#print axioms FixedLengthOperatorStrings.padFactor_insertion
-- 'FixedLengthOperatorStrings.padFactor_insertion' depends on axioms: [propext, Classical.choice, Quot.sound]
```
